# Two traceless spin-half Hamiltonians generate su(2) exactly when they do not commute

What two control Hamiltonians \(H\) and \(K\) "generate" is taken here to be a set of matrices: the smallest real vector space that contains \(iH\) and \(iK\) and is closed under commutators. This is their dynamical Lie algebra. Coefficients are real because control amplitudes and durations are real, although the matrices have complex entries. Units are such that \(\hbar=1\), so a constant Hamiltonian \(H\) evolves the spin by \(e^{-iHt}\).

For traceless Hermitian \(2\times2\) matrices there are two results. If \(HK\neq KH\), then \(H\), \(K\) and \(i[H,K]\) form a real basis of all such matrices. The dynamical Lie algebra is the whole of su(2), the traceless anti-Hermitian matrices, if and only if \(HK\neq KH\).

```lean
import Mathlib

open Matrix
open Complex (I)

namespace SingleSpinControllability

noncomputable section

/-- Operators on the state space of one spin one-half. -/
abbrev Op := Matrix (Fin 2) (Fin 2) ℂ
```

The two matrix spaces are real submodules of the complex matrices. Membership in `tracelessHermitian` or `su2` is a pair of conditions, one on the conjugate transpose and one on the trace.

```lean
/-- The real vector space of traceless Hermitian 2×2 matrices. -/
def tracelessHermitian : Submodule ℝ Op where
  carrier := {M | M.IsHermitian ∧ M.trace = 0}
  zero_mem' := ⟨Matrix.isHermitian_zero, by simp⟩
  add_mem' := fun hA hB => ⟨hA.1.add hB.1, by rw [Matrix.trace_add, hA.2, hB.2, add_zero]⟩
  smul_mem' := fun c {X} h =>
    ⟨by simp [Matrix.IsHermitian, Matrix.conjTranspose_smul, h.1.eq],
     by rw [Matrix.trace_smul, h.2, smul_zero]⟩

/-- The real vector space su(2) of traceless anti-Hermitian 2×2 matrices. -/
def su2 : Submodule ℝ Op where
  carrier := {X | Xᴴ = -X ∧ X.trace = 0}
  zero_mem' := ⟨by simp, by simp⟩
  add_mem' := fun hA hB =>
    ⟨by rw [Matrix.conjTranspose_add, hA.1, hB.1]; abel,
     by rw [Matrix.trace_add, hA.2, hB.2, add_zero]⟩
  smul_mem' := fun c {X} h =>
    ⟨by simp [Matrix.conjTranspose_smul, h.1],
     by rw [Matrix.trace_smul, h.2, smul_zero]⟩
```

The next definition is an intersection, written `sInf`, of all real subspaces with the required properties. The intersection has these properties too: a commutator of two of its elements lies in every subspace being intersected.

```lean
/-- The dynamical Lie algebra of two control Hamiltonians: the smallest real subspace that
contains `iH` and `iK` and is closed under commutators. -/
def dynamicalLieAlgebra (H K : Op) : Submodule ℝ Op :=
  sInf {L | (∀ X ∈ L, ∀ Y ∈ L, X * Y - Y * X ∈ L) ∧ I • H ∈ L ∧ I • K ∈ L}
```

For a single isolated spin one-half, the criterion says that two control fields along different axes supply, with their commutator, a generator of rotation about every axis. Pulses and time evolution do not appear in the theorems; the step from the algebra to reachable unitaries needs a separate result from control theory. Relaxation and several coupled spins are not covered either.

## Hermitian and traceless: a Hamiltonian is a real field

The hypotheses `hH` and `hK` place \(H\) and \(K\) in `tracelessHermitian`. Hermiticity makes the evolution unitary. Zero trace fixes the zero of energy, removing a multiple of the identity that would only change the global phase.

Let \(a=(a_0,a_1,a_2)\) be a real vector with components along \(x,y,z\), and set

\[
a\cdot\sigma=a_0\sigma_x+a_1\sigma_y+a_2\sigma_z=
\begin{pmatrix}a_2&a_0-ia_1\\a_0+ia_1&-a_2\end{pmatrix}.
\]

The magnetic moment and numerical factors are absorbed into \(a\).

```lean
/-- The Hamiltonian `a·σ` of a spin in the field `a`, written out in the Pauli matrices. -/
def pauliVec (a : Fin 3 → ℝ) : Op :=
  !![(a 2 : ℂ), (a 0 : ℂ) - (a 1 : ℂ) * I; (a 0 : ℂ) + (a 1 : ℂ) * I, -(a 2 : ℂ)]
```

If \(M\) is Hermitian, its diagonal is real and \(M_{01}=\overline{M_{10}}\). If its trace is also zero, \(M_{11}=-M_{00}\). Hence \(M=a\cdot\sigma\) with \(a=(\operatorname{Re}M_{10},\operatorname{Im}M_{10},\operatorname{Re}M_{00})\). Conversely, the displayed matrix is visibly Hermitian and traceless. The proof extracts these same relations between real and imaginary parts, then compares entries.

```lean
/-- A matrix is traceless and Hermitian exactly when it is `a·σ` for some real field `a`. -/
theorem mem_tracelessHermitian_iff (M : Op) :
    M ∈ tracelessHermitian ↔ ∃ a, M = pauliVec a := by
  constructor
  · rintro ⟨hM, ht⟩
    have i00 : (M 0 0).im = 0 := by
      have h := congrArg Complex.im (hM.apply 0 0)
      simp only [Complex.star_def, Complex.conj_im] at h
      linarith
    have r01 : (M 0 1).re = (M 1 0).re := by rw [← hM.apply 0 1]; simp
    have i01 : (M 0 1).im = -(M 1 0).im := by rw [← hM.apply 0 1]; simp
    rw [Matrix.trace_fin_two] at ht
    have r11 : (M 1 1).re = -(M 0 0).re := by
      have h := congrArg Complex.re ht
      simp only [Complex.add_re, Complex.zero_re] at h
      linarith
    have i11 : (M 1 1).im = 0 := by
      have h := congrArg Complex.im ht
      simp only [Complex.add_im, Complex.zero_im] at h
      linarith
    refine ⟨![(M 1 0).re, (M 1 0).im, (M 0 0).re], ?_⟩
    ext i j
    fin_cases i <;> fin_cases j <;> apply Complex.ext <;>
      simp [pauliVec, i00, r01, i01, r11, i11]
  · rintro ⟨a, rfl⟩
    refine ⟨?_, by simp [pauliVec, Matrix.trace_fin_two]⟩
    ext i j
    fin_cases i <;> fin_cases j <;> apply Complex.ext <;> simp [pauliVec]
```

The map from fields to Hamiltonians is linear, which is needed for three terms at a time.

```lean
/-- Superposing three fields superposes the corresponding Hamiltonians. -/
theorem pauliVec_comb (x y z : ℝ) (a b c : Fin 3 → ℝ) :
    x • pauliVec a + y • pauliVec b + z • pauliVec c = pauliVec (x • a + y • b + z • c) := by
  ext i j
  fin_cases i <;> fin_cases j <;> apply Complex.ext <;> simp [pauliVec] <;> ring
```

Each condition matters for generation. Take \(H=\sigma_x+\mathbb 1\) and \(K=\sigma_y\), which do not commute. Since \(iH\) has non-zero trace, the generated algebra is not su(2). If instead \(H=\sigma_z\) and \(K=i\sigma_x\), the trace is zero but \(K\) is not Hermitian. Then \(iK=-\sigma_x\) is not anti-Hermitian, and the algebra again contains an element outside su(2).

## Non-commuting: the fields are not collinear

The hypothesis `hne` says \(HK\neq KH\). Write \(H=a\cdot\sigma\) and \(K=b\cdot\sigma\). The Pauli matrices square to the identity, and \(\sigma_x\sigma_y=i\sigma_z=-\sigma_y\sigma_x\), with the same relations for cyclic permutations. Multiplying out gives

\[
(a\cdot\sigma)(b\cdot\sigma)=(a\cdot b)\mathbb 1+i(a\times b)\cdot\sigma .
\]

Exchanging \(a\) and \(b\) leaves the first term alone and reverses the second, so

\[
i[H,K]=i\cdot 2i\,(a\times b)\cdot\sigma=-2(a\times b)\cdot\sigma .
\]

```lean
/-- The Pauli commutator: `i[a·σ, b·σ] = -2 (a × b)·σ`. -/
theorem pauliVec_commutator (a b : Fin 3 → ℝ) :
    I • (pauliVec a * pauliVec b - pauliVec b * pauliVec a)
      = pauliVec ((-2 : ℝ) • (a ⨯₃ b)) := by
  ext i j
  fin_cases i <;> fin_cases j <;> apply Complex.ext <;>
    simp [pauliVec, cross_apply] <;> ring
```

If \(a\times b\) were zero, the right-hand side would vanish and \(H\) and \(K\) would commute. The next lemma is this contrapositive: non-commuting Hamiltonians have \(a\times b\neq0\).

```lean
/-- If two spin Hamiltonians do not commute, their fields have a non-zero cross product. -/
theorem cross_ne_zero {a b : Fin 3 → ℝ}
    (h : pauliVec a * pauliVec b ≠ pauliVec b * pauliVec a) : a ⨯₃ b ≠ 0 := by
  intro h0
  have hc := pauliVec_commutator a b
  have hz : pauliVec 0 = 0 := by
    ext i j
    fin_cases i <;> fin_cases j <;> simp [pauliVec]
  rw [h0, smul_zero, hz] at hc
  exact h (sub_eq_zero.mp ((smul_eq_zero.mp hc).resolve_left Complex.I_ne_zero))
```

Put \(n=a\times b\) and \(D=n\cdot n>0\), and suppose \(m=xa+yb+wn\). The vector \(b\times n\) is orthogonal to \(b\) and \(n\), while \(a\cdot(b\times n)=n\cdot(a\times b)=D\). Likewise \(n\times a\) is orthogonal to \(n\) and \(a\), and \(b\cdot(n\times a)=D\). Finally, \(n\) is orthogonal to \(a\) and \(b\). Taking dot products therefore gives

\[
x=\frac{m\cdot(b\times n)}D,\qquad
y=\frac{m\cdot(n\times a)}D,\qquad
w=\frac{m\cdot n}D .
\]

For \(m=0\) all three coefficients vanish, so \(a,b,n\) are independent. Three independent vectors span three-dimensional space, so every \(m\) has such a resolution.

Lean proves existence without counting dimensions. Its `key` identity is the resolution multiplied by \(D\), checked component by component with `ring`; dividing by \(D\) finishes the argument.

```lean
/-- Every field vector can be resolved along `a`, `b` and `a × b` when `a × b ≠ 0`. -/
theorem exists_field_components {a b : Fin 3 → ℝ} (hn : a ⨯₃ b ≠ 0) (m : Fin 3 → ℝ) :
    ∃ x y w : ℝ, m = x • a + y • b + w • (a ⨯₃ b) := by
  have hD : (a ⨯₃ b) ⬝ᵥ (a ⨯₃ b) ≠ 0 := fun h => hn (dotProduct_self_eq_zero.mp h)
  -- the components are dot products with the reciprocal vectors
  have key : ((a ⨯₃ b) ⬝ᵥ (a ⨯₃ b)) • m = (m ⬝ᵥ (b ⨯₃ (a ⨯₃ b))) • a
      + (m ⬝ᵥ ((a ⨯₃ b) ⨯₃ a)) • b + (m ⬝ᵥ (a ⨯₃ b)) • (a ⨯₃ b) := by
    ext i
    fin_cases i <;> simp [cross_apply, dotProduct, Fin.sum_univ_three] <;> ring
  refine ⟨((a ⨯₃ b) ⬝ᵥ (a ⨯₃ b))⁻¹ * (m ⬝ᵥ (b ⨯₃ (a ⨯₃ b))),
    ((a ⨯₃ b) ⬝ᵥ (a ⨯₃ b))⁻¹ * (m ⬝ᵥ ((a ⨯₃ b) ⨯₃ a)),
    ((a ⨯₃ b) ⬝ᵥ (a ⨯₃ b))⁻¹ * (m ⬝ᵥ (a ⨯₃ b)), ?_⟩
  simp only [mul_smul]
  rw [← smul_add, ← smul_add, ← key, inv_smul_smul₀ hD]
```

Independence uses the same three dot products, applied to a combination equal to zero.

```lean
/-- The vectors `a`, `b` and `a × b` are linearly independent when `a × b ≠ 0`. -/
theorem field_components_zero {a b : Fin 3 → ℝ} (hn : a ⨯₃ b ≠ 0) {x y w : ℝ}
    (h : x • a + y • b + w • (a ⨯₃ b) = 0) : x = 0 ∧ y = 0 ∧ w = 0 := by
  have hD : (a ⨯₃ b) ⬝ᵥ (a ⨯₃ b) ≠ 0 := fun h => hn (dotProduct_self_eq_zero.mp h)
  have hx : x * ((a ⨯₃ b) ⬝ᵥ (a ⨯₃ b))
      = (x • a + y • b + w • (a ⨯₃ b)) ⬝ᵥ (b ⨯₃ (a ⨯₃ b)) := by
    simp [cross_apply, dotProduct, Fin.sum_univ_three]; ring
  have hy : y * ((a ⨯₃ b) ⬝ᵥ (a ⨯₃ b))
      = (x • a + y • b + w • (a ⨯₃ b)) ⬝ᵥ ((a ⨯₃ b) ⨯₃ a) := by
    simp [cross_apply, dotProduct, Fin.sum_univ_three]; ring
  have hw : w * ((a ⨯₃ b) ⬝ᵥ (a ⨯₃ b))
      = (x • a + y • b + w • (a ⨯₃ b)) ⬝ᵥ (a ⨯₃ b) := by
    simp [cross_apply, dotProduct, Fin.sum_univ_three]; ring
  rw [h, zero_dotProduct] at hx hy hw
  exact ⟨(mul_eq_zero.mp hx).resolve_right hD, (mul_eq_zero.mp hy).resolve_right hD,
    (mul_eq_zero.mp hw).resolve_right hD⟩
```

To return to matrices, let \(M=m\cdot\sigma\). Since \(n\cdot\sigma=-\tfrac12 i[H,K]\),

\[
M=xH+yK-\frac w2\,i[H,K].
\]

This is the origin of the coefficient `-w / 2` in the proof.

```lean
/-- Every traceless Hermitian matrix is a real combination of `H`, `K` and `i[H,K]`, for
non-commuting traceless Hermitian `H` and `K`. -/
theorem exists_control_components {H K M : Op} (hH : H ∈ tracelessHermitian)
    (hK : K ∈ tracelessHermitian) (hne : H * K ≠ K * H) (hM : M ∈ tracelessHermitian) :
    ∃ x y z : ℝ, M = x • H + y • K + z • (I • (H * K - K * H)) := by
  obtain ⟨a, rfl⟩ := (mem_tracelessHermitian_iff H).mp hH
  obtain ⟨b, rfl⟩ := (mem_tracelessHermitian_iff K).mp hK
  obtain ⟨m, rfl⟩ := (mem_tracelessHermitian_iff M).mp hM
  obtain ⟨x, y, w, hm⟩ := exists_field_components (cross_ne_zero hne) m
  refine ⟨x, y, -w / 2, ?_⟩
  rw [pauliVec_commutator, pauliVec_comb]
  refine congrArg pauliVec ?_
  rw [hm]
  module
```

For independence of the matrices, suppose \(xH+yK+z\,i[H,K]=0\). Then \((xa+yb-2zn)\cdot\sigma=0\). A vanishing Hamiltonian has a vanishing field, as its entries show, so \(x=y=-2z=0\).

The basis theorem states independence and the span separately. One inclusion for the span holds because \(i[H,K]\) is itself a field Hamiltonian; the other is the decomposition just obtained.

```lean
/-- For non-commuting traceless Hermitian `H` and `K`, the matrices `H`, `K` and `i[H,K]` form
a real basis of the traceless Hermitian 2×2 matrices. -/
theorem control_basis {H K : Op} (hH : H ∈ tracelessHermitian)
    (hK : K ∈ tracelessHermitian) (hne : H * K ≠ K * H) :
    LinearIndependent ℝ ![H, K, I • (H * K - K * H)] ∧
      Submodule.span ℝ (Set.range ![H, K, I • (H * K - K * H)]) = tracelessHermitian := by
  constructor
  · obtain ⟨a, rfl⟩ := (mem_tracelessHermitian_iff H).mp hH
    obtain ⟨b, rfl⟩ := (mem_tracelessHermitian_iff K).mp hK
    rw [Fintype.linearIndependent_iff]
    intro g hg
    rw [Fin.sum_univ_three] at hg
    change g 0 • pauliVec a + g 1 • pauliVec b
      + g 2 • (I • (pauliVec a * pauliVec b - pauliVec b * pauliVec a)) = 0 at hg
    rw [pauliVec_commutator, pauliVec_comb, smul_smul] at hg
    -- a vanishing Hamiltonian has a vanishing field
    have hv : ∀ v : Fin 3 → ℝ, pauliVec v = 0 → v = 0 := by
      intro v h
      have h0 := congrArg Complex.re (congrFun (congrFun h 1) 0)
      have h1 := congrArg Complex.im (congrFun (congrFun h 1) 0)
      have h2 := congrArg Complex.re (congrFun (congrFun h 0) 0)
      simp [pauliVec] at h0 h1 h2
      ext i
      fin_cases i
      exacts [h0, h1, h2]
    obtain ⟨h0, h1, h2⟩ := field_components_zero (cross_ne_zero hne) (hv _ hg)
    have h2' : g 2 = 0 := by linarith
    intro i
    fin_cases i
    exacts [h0, h1, h2']
  · apply le_antisymm
    · rw [Submodule.span_le]
      rintro _ ⟨i, rfl⟩
      have hC : I • (H * K - K * H) ∈ tracelessHermitian := by
        obtain ⟨a, rfl⟩ := (mem_tracelessHermitian_iff H).mp hH
        obtain ⟨b, rfl⟩ := (mem_tracelessHermitian_iff K).mp hK
        exact (mem_tracelessHermitian_iff _).mpr ⟨_, pauliVec_commutator a b⟩
      fin_cases i
      exacts [hH, hK, hC]
    · intro M hM
      obtain ⟨x, y, z, rfl⟩ := exists_control_components hH hK hne hM
      exact add_mem (add_mem
        (Submodule.smul_mem _ x (Submodule.subset_span ⟨0, rfl⟩))
        (Submodule.smul_mem _ y (Submodule.subset_span ⟨1, rfl⟩)))
        (Submodule.smul_mem _ z (Submodule.subset_span ⟨2, rfl⟩))
```

Without non-commutation the basis claim fails: for \(K=2H\) the commutator vanishes and the three matrices span at most a line.

## Generating su(2) is equivalent to not commuting

In the last theorem non-commutation is one side of an equivalence, and only `hH` and `hK` are assumed.

Suppose first that \(HK\neq KH\). The space su(2) contains \(iH\) and \(iK\). It is closed under commutators, since for \(X,Y\) in it

\[
[X,Y]^\dagger=[Y^\dagger,X^\dagger]=[Y,X]=-[X,Y],\qquad \operatorname{tr}[X,Y]=0 .
\]

So the dynamical Lie algebra lies inside su(2); `sInf_le` expresses this. For the reverse inclusion, take \(X\) in su(2). Then \(-iX\) is traceless and Hermitian, so \(-iX=xH+yK+z\,i[H,K]\) for real \(x,y,z\). Multiplying by \(i\) and using \([iH,iK]=-[H,K]=i(i[H,K])\),

\[
X=x(iH)+y(iK)+z[iH,iK].
\]

Every closed subspace containing the generators therefore contains \(X\), which is the `le_sInf` step.

Now suppose \(HK=KH\). All real combinations of \(iH\) and \(iK\) commute with one another, so their span is closed under commutators and contains the dynamical Lie algebra. If that algebra were su(2), all elements of su(2) would commute. But \(i\sigma_z\) and \(i\sigma_y\) belong to su(2), and their products in the two orders have upper-right entries \(i\) and \(-i\). The proof obtains its contradiction from that entry.

```lean
/-- Two traceless Hermitian control Hamiltonians generate the whole of su(2) if and only if
they do not commute. -/
theorem dynamicalLieAlgebra_eq_su2_iff {H K : Op} (hH : H ∈ tracelessHermitian)
    (hK : K ∈ tracelessHermitian) :
    dynamicalLieAlgebra H K = su2 ↔ H * K ≠ K * H := by
  constructor
  · intro hL hc
    -- commuting controls only generate the span of iH and iK, where everything commutes
    have hcomm : ∀ A B : Op, A * B = B * A → ∀ X ∈ Submodule.span ℝ {A, B},
        ∀ Y ∈ Submodule.span ℝ {A, B}, X * Y = Y * X := by
      intro A B h X hX Y hY
      obtain ⟨p, q, rfl⟩ := Submodule.mem_span_pair.mp hX
      obtain ⟨r, s, rfl⟩ := Submodule.mem_span_pair.mp hY
      simp only [mul_add, add_mul, smul_mul_assoc, mul_smul_comm, h]
      module
    have hS := hcomm (I • H) (I • K) (by simp only [smul_mul_assoc, mul_smul_comm, hc])
    have hle : su2 ≤ Submodule.span ℝ {I • H, I • K} := by
      rw [← hL]
      refine sInf_le ⟨fun X hX Y hY => ?_, Submodule.subset_span (by simp),
        Submodule.subset_span (by simp)⟩
      rw [hS X hX Y hY, sub_self]
      exact Submodule.zero_mem _
    have hZ : (!![I, 0; 0, -I] : Op) ∈ su2 :=
      ⟨by ext i j; fin_cases i <;> fin_cases j <;> simp, by simp [Matrix.trace_fin_two]⟩
    have hY : (!![0, 1; -1, 0] : Op) ∈ su2 :=
      ⟨by ext i j; fin_cases i <;> fin_cases j <;> simp, by simp [Matrix.trace_fin_two]⟩
    have e := congrArg Complex.im (congrFun (congrFun (hS _ (hle hZ) _ (hle hY)) 0) 1)
    norm_num [Matrix.mul_apply, Fin.sum_univ_two] at e
  · intro hne
    apply le_antisymm
    · -- su(2) is itself closed under commutators and contains both generators
      have hI : ∀ M ∈ tracelessHermitian, I • M ∈ su2 := fun M hM =>
        ⟨by simp [Matrix.conjTranspose_smul, hM.1.eq],
         by rw [Matrix.trace_smul, hM.2, smul_zero]⟩
      refine sInf_le ⟨fun X hX Y hY => ⟨?_, ?_⟩, hI H hH, hI K hK⟩
      · rw [Matrix.conjTranspose_sub, Matrix.conjTranspose_mul, Matrix.conjTranspose_mul,
          hX.1, hY.1]
        noncomm_ring
      · rw [Matrix.trace_sub, Matrix.trace_mul_comm, sub_self]
    · refine le_sInf ?_
      rintro L ⟨hcl, hHL, hKL⟩ X hX
      have hM : (-I) • X ∈ tracelessHermitian :=
        ⟨by simp [Matrix.IsHermitian, Matrix.conjTranspose_smul, hX.1],
         by rw [Matrix.trace_smul, hX.2, smul_zero]⟩
      obtain ⟨x, y, z, h⟩ := exists_control_components hH hK hne hM
      have hX' : X = I • ((-I) • X) := by rw [smul_smul]; simp
      have hc : (I • H) * (I • K) - (I • K) * (I • H) = I • (I • (H * K - K * H)) := by
        simp only [smul_mul_assoc, mul_smul_comm, smul_sub]
      rw [hX', h, smul_add, smul_add, smul_comm I x H, smul_comm I y K,
        smul_comm I z (I • (H * K - K * H)), ← hc]
      exact add_mem (add_mem (L.smul_mem x hHL) (L.smul_mem y hKL))
        (L.smul_mem z (hcl _ hHL _ hKL))

end

end SingleSpinControllability
```

```lean
#print axioms SingleSpinControllability.control_basis
#print axioms SingleSpinControllability.dynamicalLieAlgebra_eq_su2_iff
```

```
'SingleSpinControllability.control_basis' depends on axioms: [propext, Classical.choice, Quot.sound]
'SingleSpinControllability.dynamicalLieAlgebra_eq_su2_iff' depends on axioms: [propext, Classical.choice, Quot.sound]
```

The argument for commuting controls also yields a neighbouring result. The span of \(iH\) and \(iK\) is then closed, and every subspace in the intersection contains it, so it equals the dynamical Lie algebra. For traceless Hermitian controls, commuting means collinear fields, and this span has dimension zero or one. Two such controls on one spin therefore generate an algebra of dimension 0, 1 or 3, never 2.
